# Enlarging the basis can raise or lower a counterpoise interaction energy: two four-dimensional examples

Two molecules attract or repel weakly, and their interaction energy is the dimer energy minus the two monomer energies. The counterpoise scheme computes all three in the same basis. If each is the lowest energy available in the basis, none of them can rise as functions are added, but their difference can. In the two finite models below, a truncated basis gives zero interaction, while the full basis gives repulsion in one and attraction in the other.

```lean
import Mathlib

open Matrix
open scoped Kronecker

namespace CounterpoiseNotVariational

noncomputable section

variable {m n : Type*} [Fintype m] [Fintype n] [DecidableEq m] [DecidableEq n]
```

The finite types `m` and `n` label orthonormal basis functions of monomers A and B.

## Ground energy and interaction in a chosen basis

```lean
/-- Ground energy of `H` in the nonempty basis set `S`: the infimum of the expectation value
over normalised real vectors supported on `S`. -/
def groundEnergy (H : Matrix n n ℝ) (S : Set n) : ℝ :=
  sInf {e | ∃ x : n → ℝ, (∀ i, i ∉ S → x i = 0) ∧ x ⬝ᵥ x = 1 ∧ e = x ⬝ᵥ H *ᵥ x}
```

For a real matrix $H$ and a set $S$ of basis functions, this is
$$E_S(H)=\inf\{x\cdot Hx : x\cdot x=1,\ x_i=0 \text{ for } i\notin S\}.$$
In Lean, `⬝ᵥ` is the dot product and `*ᵥ` applies a matrix to a vector. For symmetric $H$ and nonempty $S$, this is the lowest eigenvalue of the block of $H$ on $S$.

```lean
/-- Dimer Hamiltonian: two monomer Hamiltonians and a coupling `W`. -/
def dimer (hA : Matrix m m ℝ) (hB : Matrix n n ℝ) (W : Matrix (m × n) (m × n) ℝ) :
    Matrix (m × n) (m × n) ℝ :=
  hA ⊗ₖ (1 : Matrix n n ℝ) + (1 : Matrix m m ℝ) ⊗ₖ hB + W
```

The dimer Hamiltonian is $h_A\otimes 1+1\otimes h_B+W$, on pairs $(a,b)$ of monomer functions.

```lean
/-- Counterpoise interaction energy: dimer energy minus both monomer energies, all three
computed in the same nonempty set `S` of product functions. -/
def interaction (hA : Matrix m m ℝ) (hB : Matrix n n ℝ) (W : Matrix (m × n) (m × n) ℝ)
    (S : Set (m × n)) : ℝ :=
  groundEnergy (dimer hA hB W) S - groundEnergy (hA ⊗ₖ (1 : Matrix n n ℝ)) S
    - groundEnergy ((1 : Matrix m m ℝ) ⊗ₖ hB) S
```

The interaction is $E_S(\text{dimer})-E_S(h_A\otimes1)-E_S(1\otimes h_B)$. The shared set $S$ of product functions stands in for the shared dimer basis. The step to a real calculation, where a monomer's electrons may occupy its partner's ghost orbitals and the dimer wavefunction is antisymmetric, is not modelled.

## The variational principle for total energies

```lean
omit [DecidableEq n] in
/-- The expectation values of `H` on normalised vectors supported on `S` are bounded below. -/
theorem energies_bddBelow (H : Matrix n n ℝ) (S : Set n) :
    BddBelow {e | ∃ x : n → ℝ, (∀ i, i ∉ S → x i = 0) ∧ x ⬝ᵥ x = 1 ∧
      e = x ⬝ᵥ H *ᵥ x} := by
  refine ⟨∑ i, ∑ j, -|H i j|, ?_⟩
  rintro e ⟨x, -, hx, rfl⟩
  -- each amplitude of a normalised vector is at most one
  have hx1 : ∀ i, |x i| ≤ 1 := by
    intro i
    have h1 : x i * x i ≤ ∑ j, x j * x j :=
      Finset.single_le_sum (f := fun j => x j * x j)
        (fun j _ => mul_self_nonneg _) (Finset.mem_univ i)
    have h2 : x i * x i ≤ 1 := h1.trans_eq hx
    exact abs_le.mpr ⟨by nlinarith, by nlinarith⟩
  simp only [dotProduct, Matrix.mulVec, Finset.mul_sum]
  refine Finset.sum_le_sum fun i _ => Finset.sum_le_sum fun j _ => ?_
  have hi := hx1 i
  have hj := hx1 j
  have h : |x i * (H i j * x j)| ≤ |H i j| := by
    rw [abs_mul, abs_mul]
    calc |x i| * (|H i j| * |x j|) ≤ 1 * (|H i j| * 1) := by gcongr
      _ = |H i j| := by ring
  exact (abs_le.mp h).1
```

A normalised vector has $|x_i|\le1$, so $x\cdot Hx=\sum_{ij}x_iH_{ij}x_j\ge-\sum_{ij}|H_{ij}|$. The infimum is therefore taken over a set bounded below.

```lean
omit [DecidableEq n] in
/-- Variational principle: for any trial vector `x` supported on `S`, normalised or not, the
quadratic form `x ⬝ᵥ H *ᵥ x` is at least the ground energy in `S` times the squared norm. -/
theorem variational_principle (H : Matrix n n ℝ) (S : Set n) (x : n → ℝ)
    (hx : ∀ i, i ∉ S → x i = 0) : groundEnergy H S * (x ⬝ᵥ x) ≤ x ⬝ᵥ H *ᵥ x := by
  by_cases h0 : x = 0
  · subst h0
    simp
  have hnn : 0 ≤ x ⬝ᵥ x := Finset.sum_nonneg fun i _ => mul_self_nonneg _
  have hpos : 0 < x ⬝ᵥ x :=
    lt_of_le_of_ne hnn fun h => h0 (dotProduct_self_eq_zero.mp h.symm)
  obtain ⟨r, hr0, hr⟩ : ∃ r : ℝ, 0 < r ∧ r * r = x ⬝ᵥ x :=
    ⟨√(x ⬝ᵥ x), Real.sqrt_pos.mpr hpos, Real.mul_self_sqrt hnn⟩
  -- normalise the trial vector
  have hn : (r⁻¹ • x) ⬝ᵥ (r⁻¹ • x) = 1 := by
    rw [smul_dotProduct, dotProduct_smul, smul_eq_mul, smul_eq_mul, ← hr]
    field_simp
  have key : groundEnergy H S ≤ (r⁻¹ • x) ⬝ᵥ H *ᵥ (r⁻¹ • x) :=
    csInf_le (energies_bddBelow H S) ⟨r⁻¹ • x, fun i hi => by simp [hx i hi], hn, rfl⟩
  rw [Matrix.mulVec_smul, smul_dotProduct, dotProduct_smul, smul_eq_mul, smul_eq_mul] at key
  rw [← hr]
  calc groundEnergy H S * (r * r) ≤ r⁻¹ * (r⁻¹ * (x ⬝ᵥ H *ᵥ x)) * (r * r) :=
        mul_le_mul_of_nonneg_right key (by positivity)
    _ = x ⬝ᵥ H *ᵥ x := by field_simp
```

For $x\neq0$ supported on $S$, put $r=\sqrt{x\cdot x}$. The vector $x/r$ is admissible, so $E_S\le (x\cdot Hx)/r^2$; multiply by $r^2$. For $x=0$ both sides vanish.

```lean
/-- In a nonempty basis `S`, if `x ⬝ᵥ H *ᵥ x` is at least `c` times the squared norm for every
vector `x` supported on `S`, then `c` is a lower bound on the ground energy. -/
theorem le_groundEnergy (H : Matrix n n ℝ) {S : Set n} (hS : S.Nonempty) (c : ℝ)
    (h : ∀ x : n → ℝ, (∀ i, i ∉ S → x i = 0) → c * (x ⬝ᵥ x) ≤ x ⬝ᵥ H *ᵥ x) :
    c ≤ groundEnergy H S := by
  obtain ⟨i, hi⟩ := hS
  refine le_csInf ⟨_, Pi.single i 1, fun j hj => ?_, by simp, rfl⟩ ?_
  · have hji : j ≠ i := by
      rintro rfl
      exact hj hi
    simp [hji]
  · rintro e ⟨x, hx, h1, rfl⟩
    have h2 := h x hx
    rwa [h1, mul_one] at h2
```

Conversely, if $c\,(x\cdot x)\le x\cdot Hx$ for every $x$ supported on $S$, then $c$ lies below every admissible energy, hence below their infimum. A unit vector on some $i\in S$ shows that there is at least one such energy.

```lean
/-- Enlarging a nonempty basis never raises a ground energy. -/
theorem groundEnergy_anti (H : Matrix n n ℝ) {S T : Set n} (hS : S.Nonempty) (hST : S ⊆ T) :
    groundEnergy H T ≤ groundEnergy H S :=
  le_groundEnergy H hS _ fun x hx =>
    variational_principle H T x fun i hi => hx i fun h => hi (hST h)
```

If $S\subseteq T$, a vector supported on $S$ is also supported on $T$, so $E_T(x\cdot x)\le x\cdot Hx$. The previous criterion with $c=E_T$ gives $E_T\le E_S$.

Without the inclusion this fails, even for nonempty sets: for $H=\mathrm{diag}(0,1)$, $S=\{0\}$ and $T=\{1\}$, the energies are $E_S=0$ and $E_T=1$.

```lean
/-- In a single basis function the ground energy is the diagonal matrix element. -/
theorem groundEnergy_singleton (H : Matrix n n ℝ) (i : n) : groundEnergy H {i} = H i i := by
  apply le_antisymm
  · have h := variational_principle H {i} (Pi.single i 1) (fun j hj => by
      have hji : j ≠ i := by simpa using hj
      simp [hji])
    simpa using h
  · refine le_groundEnergy H (Set.singleton_nonempty i) _ fun x hx => ?_
    have hs : ∀ f : n → ℝ, x ⬝ᵥ f = x i * f i := fun f =>
      Finset.sum_eq_single i (fun j _ hj => by rw [hx j (by simpa using hj), zero_mul])
        (fun h => absurd (Finset.mem_univ i) h)
    have hm : (H *ᵥ x) i = x i * H i i := (dotProduct_comm _ _).trans (hs (H i))
    rw [hs x, hs (H *ᵥ x), hm]
    exact le_of_eq (by ring)
```

With one function, $x\cdot Hx=x_i^2H_{ii}=H_{ii}(x\cdot x)$, so the energy is $H_{ii}$. Lean proves the two inequalities separately.

```lean
/-- In a single product function the counterpoise interaction is the diagonal element of the
coupling. -/
theorem interaction_singleton (hA : Matrix m m ℝ) (hB : Matrix n n ℝ)
    (W : Matrix (m × n) (m × n) ℝ) (a : m) (b : n) :
    interaction hA hB W {(a, b)} = W (a, b) (a, b) := by
  simp only [interaction, dimer, groundEnergy_singleton, Matrix.add_apply,
    Matrix.kroneckerMap_apply, Matrix.one_apply_eq]
  ring
```

In one product function the monomer terms cancel:
$$(h_A)_{aa}+(h_B)_{bb}+W_{ab,ab}-(h_A)_{aa}-(h_B)_{bb}=W_{ab,ab}.$$

## Two pairs of two-level monomers

```lean
/-- Two-level monomer with degenerate levels mixed by `-1`. -/
def mixing : Matrix (Fin 2) (Fin 2) ℝ := !![0, -1; -1, 0]
```

This monomer has two degenerate levels mixed by $-1$, which favours an equal superposition.

```lean
/-- Coupling that costs energy 1 outside the product function `(0,0)`. -/
def penalty : Matrix (Fin 2 × Fin 2) (Fin 2 × Fin 2) ℝ := 1 - Matrix.single (0, 0) (0, 0) 1
```

This coupling is a repulsion: every product function except $(0,0)$ costs one energy unit.

```lean
/-- Two-level monomer with level energies 0 and 1. -/
def gapped : Matrix (Fin 2) (Fin 2) ℝ := !![0, 0; 0, 1]
```

This monomer has level energies 0 and 1, so the gap sets the energy unit.

```lean
/-- Coupling of the product functions `(0,0)` and `(1,1)` with strength 1. -/
def pairCoupling : Matrix (Fin 2 × Fin 2) (Fin 2 × Fin 2) ℝ :=
  Matrix.single (0, 0) (1, 1) 1 + Matrix.single (1, 1) (0, 0) 1
```

This coupling excites both monomers together, as in a simple picture of dispersion.

```lean
/-- The squared norm of a two-monomer vector is the sum of its four squared amplitudes. -/
theorem norm_pair (x : Fin 2 × Fin 2 → ℝ) :
    x ⬝ᵥ x = x (0, 0) ^ 2 + x (0, 1) ^ 2 + x (1, 0) ^ 2 + x (1, 1) ^ 2 := by
  simp only [dotProduct, Fintype.sum_prod_type, Fin.sum_univ_two]
  ring
```

From here on, $a,b,c,d$ are no longer basis labels but the amplitudes on $(0,0),(0,1),(1,0),(1,1)$. The squared norm is $N=a^2+b^2+c^2+d^2$.

## Repulsion in the full basis

```lean
/-- For the mixing monomers with the penalty coupling, the interaction energy in the full
basis is at least 1/2. -/
theorem repulsive_exact : 1 / 2 ≤ interaction mixing mixing penalty Set.univ := by
  have qA : ∀ x : Fin 2 × Fin 2 → ℝ, x ⬝ᵥ (mixing ⊗ₖ (1 : Matrix (Fin 2) (Fin 2) ℝ)) *ᵥ x
      = -2 * (x (0, 0) * x (1, 0) + x (0, 1) * x (1, 1)) := by
    intro x
    simp [dotProduct, Matrix.mulVec, Fintype.sum_prod_type, Fin.sum_univ_two, mixing,
      Matrix.one_apply]
    ring
  have qB : ∀ x : Fin 2 × Fin 2 → ℝ, x ⬝ᵥ ((1 : Matrix (Fin 2) (Fin 2) ℝ) ⊗ₖ mixing) *ᵥ x
      = -2 * (x (0, 0) * x (0, 1) + x (1, 0) * x (1, 1)) := by
    intro x
    simp [dotProduct, Matrix.mulVec, Fintype.sum_prod_type, Fin.sum_univ_two, mixing,
      Matrix.one_apply]
    ring
  have qW : ∀ x : Fin 2 × Fin 2 → ℝ, x ⬝ᵥ penalty *ᵥ x
      = x (0, 1) ^ 2 + x (1, 0) ^ 2 + x (1, 1) ^ 2 := by
    intro x
    simp [dotProduct, Matrix.mulVec, Fintype.sum_prod_type, Fin.sum_univ_two, penalty,
      Matrix.one_apply, Matrix.single_apply]
    ring
  -- the uniform trial vector bounds both monomer energies from above by -1
  have hA := variational_principle (mixing ⊗ₖ (1 : Matrix (Fin 2) (Fin 2) ℝ)) Set.univ
    (fun _ => 1) (fun i hi => absurd (Set.mem_univ i) hi)
  have hB := variational_principle ((1 : Matrix (Fin 2) (Fin 2) ℝ) ⊗ₖ mixing) Set.univ
    (fun _ => 1) (fun i hi => absurd (Set.mem_univ i) hi)
  rw [norm_pair, qA] at hA
  rw [norm_pair, qB] at hB
  -- a sum of squares bounds the dimer energy from below
  have hD : -3 / 2 ≤ groundEnergy (dimer mixing mixing penalty) Set.univ := by
    refine le_groundEnergy _ Set.univ_nonempty _ fun x _ => ?_
    rw [dimer, Matrix.add_mulVec, Matrix.add_mulVec, dotProduct_add, dotProduct_add,
      qA, qB, qW, norm_pair]
    nlinarith [sq_nonneg (3 * x (0, 0) - 2 * (x (0, 1) + x (1, 0))),
      sq_nonneg (5 * x (1, 1) - 2 * (x (0, 1) + x (1, 0))),
      sq_nonneg (x (0, 1) - x (1, 0)), sq_nonneg (x (0, 1) + x (1, 0))]
  unfold interaction
  linarith
```

In the theorem names, "exact" means the full basis of the model, `Set.univ`. The facts `qA`, `qB` and `qW` expand the three quadratic forms:
$$-2(ac+bd),\qquad -2(ab+cd),\qquad b^2+c^2+d^2.$$
The uniform vector, with normalised amplitudes $1/2$, shows that each monomer energy is at most $-1$. With $s=b+c$, the dimer form plus $\tfrac32N$ is
$$\tfrac16(3a-2s)^2+\tfrac1{10}(5d-2s)^2+\tfrac54(b-c)^2+\tfrac{11}{60}s^2\ge0.$$
So the dimer energy is at least $-\tfrac32$, and the interaction is at least $-\tfrac32+1+1=\tfrac12$. `nlinarith` receives the four squares and finds the weights.

## Attraction in the full basis

```lean
/-- For the gapped monomers with the pair coupling, the interaction energy in the full basis
is `1 - √2`. -/
theorem attractive_exact : interaction gapped gapped pairCoupling Set.univ = 1 - √2 := by
  have hs : √2 ^ 2 = (2 : ℝ) := Real.sq_sqrt (by norm_num)
  have hs0 : 0 ≤ √2 := Real.sqrt_nonneg 2
  have hs1 : 1 ≤ √2 := by nlinarith
  have qA : ∀ x : Fin 2 × Fin 2 → ℝ, x ⬝ᵥ (gapped ⊗ₖ (1 : Matrix (Fin 2) (Fin 2) ℝ)) *ᵥ x
      = x (1, 0) ^ 2 + x (1, 1) ^ 2 := by
    intro x
    simp [dotProduct, Matrix.mulVec, Fintype.sum_prod_type, Fin.sum_univ_two, gapped,
      Matrix.one_apply]
    ring
  have qB : ∀ x : Fin 2 × Fin 2 → ℝ, x ⬝ᵥ ((1 : Matrix (Fin 2) (Fin 2) ℝ) ⊗ₖ gapped) *ᵥ x
      = x (0, 1) ^ 2 + x (1, 1) ^ 2 := by
    intro x
    simp [dotProduct, Matrix.mulVec, Fintype.sum_prod_type, Fin.sum_univ_two, gapped,
      Matrix.one_apply]
    ring
  have qW : ∀ x : Fin 2 × Fin 2 → ℝ, x ⬝ᵥ pairCoupling *ᵥ x
      = 2 * (x (0, 0) * x (1, 1)) := by
    intro x
    simp [dotProduct, Matrix.mulVec, Fintype.sum_prod_type, Fin.sum_univ_two, pairCoupling,
      Matrix.single_apply]
    ring
  have qD : ∀ x : Fin 2 × Fin 2 → ℝ, x ⬝ᵥ dimer gapped gapped pairCoupling *ᵥ x
      = x (0, 1) ^ 2 + x (1, 0) ^ 2 + 2 * x (1, 1) ^ 2 + 2 * (x (0, 0) * x (1, 1)) := by
    intro x
    rw [dimer, Matrix.add_mulVec, Matrix.add_mulVec, dotProduct_add, dotProduct_add,
      qA, qB, qW]
    ring
  -- both monomer energies vanish
  have hA : groundEnergy (gapped ⊗ₖ (1 : Matrix (Fin 2) (Fin 2) ℝ)) Set.univ = 0 := by
    apply le_antisymm
    · have u := groundEnergy_anti (gapped ⊗ₖ (1 : Matrix (Fin 2) (Fin 2) ℝ))
        (Set.singleton_nonempty (0, 0)) (Set.subset_univ _)
      rw [groundEnergy_singleton] at u
      exact u.trans_eq (by simp [gapped])
    · refine le_groundEnergy _ Set.univ_nonempty _ fun x _ => ?_
      rw [qA, zero_mul]
      positivity
  have hB : groundEnergy ((1 : Matrix (Fin 2) (Fin 2) ℝ) ⊗ₖ gapped) Set.univ = 0 := by
    apply le_antisymm
    · have u := groundEnergy_anti ((1 : Matrix (Fin 2) (Fin 2) ℝ) ⊗ₖ gapped)
        (Set.singleton_nonempty (0, 0)) (Set.subset_univ _)
      rw [groundEnergy_singleton] at u
      exact u.trans_eq (by simp [gapped])
    · refine le_groundEnergy _ Set.univ_nonempty _ fun x _ => ?_
      rw [qB, zero_mul]
      positivity
  have hD : groundEnergy (dimer gapped gapped pairCoupling) Set.univ = 1 - √2 := by
    apply le_antisymm
    · -- trial vector with amplitudes √2 + 1 and -1 on (0,0) and (1,1)
      obtain ⟨x, h00, h01, h10, h11⟩ : ∃ x : Fin 2 × Fin 2 → ℝ,
          x (0, 0) = √2 + 1 ∧ x (0, 1) = 0 ∧ x (1, 0) = 0 ∧ x (1, 1) = -1 :=
        ⟨fun p => !![√2 + 1, 0; 0, -1] p.1 p.2, by simp, by simp, by simp, by simp⟩
      have v := variational_principle (dimer gapped gapped pairCoupling) Set.univ x
        (fun i hi => absurd (Set.mem_univ i) hi)
      rw [norm_pair, qD, h00, h01, h10, h11] at v
      generalize groundEnergy (dimer gapped gapped pairCoupling) Set.univ = E at v ⊢
      have hE : (E - (1 - √2)) * (4 + 2 * √2) ≤ 0 := by
        linear_combination v + (2 - E) * hs
      by_contra h
      have hp := mul_pos (sub_pos.mpr (not_le.mp h)) (by positivity : 0 < 4 + 2 * √2)
      linarith
    · -- complete the square
      refine le_groundEnergy _ Set.univ_nonempty _ fun x _ => ?_
      rw [qD, norm_pair]
      have p1 : 0 ≤ (√2 - 1) * (x (0, 0) + (√2 + 1) * x (1, 1)) ^ 2 :=
        mul_nonneg (by linarith) (sq_nonneg _)
      have p2 : 0 ≤ √2 * x (0, 1) ^ 2 := by positivity
      have p3 : 0 ≤ √2 * x (1, 0) ^ 2 := by positivity
      linear_combination p1 + p2 + p3
        + (2 * x (0, 0) * x (1, 1) + (√2 + 1) * x (1, 1) ^ 2) * hs
  rw [interaction, hA, hB, hD]
  ring
```

The monomer forms $c^2+d^2$ and $b^2+d^2$ are nonnegative and vanish on $(0,0)$, so both monomer energies are 0. The dimer form is $b^2+c^2+2d^2+2ad$. Subtracting $(1-\sqrt2)N$ leaves
$$(\sqrt2-1)\bigl(a+(\sqrt2+1)d\bigr)^2+\sqrt2\,(b^2+c^2)\ge0,$$
which gives the lower bound $1-\sqrt2$. The trial vector $a=\sqrt2+1$, $d=-1$, $b=c=0$ attains it:
$$\frac{-2\sqrt2}{4+2\sqrt2}=1-\sqrt2.$$
Its normalised amplitudes are $(\sqrt2+1)/\sqrt{4+2\sqrt2}$ and $-1/\sqrt{4+2\sqrt2}$.

## The truncated value errs in both directions

```lean
/-- Counterpoise interaction energies are not variational: truncation to the product function
`(0,0)` gives 0 in both models, below the full-basis value in the first and above the
full-basis value `1 - √2` in the second. -/
theorem counterpoise_not_variational :
    (interaction mixing mixing penalty {(0, 0)} = 0 ∧
      0 < interaction mixing mixing penalty Set.univ) ∧
    (interaction gapped gapped pairCoupling {(0, 0)} = 0 ∧
      interaction gapped gapped pairCoupling Set.univ = 1 - √2 ∧ 1 - √2 < 0) := by
  have hs : √2 ^ 2 = (2 : ℝ) := Real.sq_sqrt (by norm_num)
  refine ⟨⟨?_, ?_⟩, ?_, attractive_exact, ?_⟩
  · rw [interaction_singleton]
    simp [penalty]
  · linarith [repulsive_exact]
  · rw [interaction_singleton]
    simp [pairCoupling]
  · nlinarith [Real.sqrt_nonneg 2]

end

end CounterpoiseNotVariational
```

Both couplings have a zero diagonal element at $(0,0)$, so both truncated interactions vanish. The full-basis values are positive in the first model and $1-\sqrt2<0$ in the second. For electronic structure, these four-dimensional models show that the variational principle for total energies does not by itself make a finite-basis counterpoise interaction an upper or a lower bound.

```lean
#print axioms CounterpoiseNotVariational.counterpoise_not_variational
-- 'CounterpoiseNotVariational.counterpoise_not_variational' depends on axioms: [propext, Classical.choice, Quot.sound]
```
